# For constant a, b, s and smooth f, the divergence of a + ∇f × b + sW is s div W

The theorem `divergence_grad_cross` concerns a vector field on real three-dimensional space made of a constant vector a, the cross product of a gradient ∇f with a constant vector b, and a constant multiple s of a field W. It states that at a point x the divergence of this sum is s times the divergence of W, so the first two terms contribute nothing. The function f is assumed twice continuously differentiable, and W differentiable at x. The attempt writes out the three components of the field in `e0`, `e1` and `e2`, differentiates them with `key`, and cancels the second derivatives of f by their symmetry.

An attempt in Lean 4 with a fault in it:

```lean
import Mathlib

open scoped Matrix

namespace DivergenceGradCross

noncomputable section

/-- Real three-component vectors, used for positions, crystal momenta and fields. -/
abbrev Vec := Fin 3 → ℝ

/-- The gradient of a scalar function, the vector of its partial derivatives. -/
def grad (f : Vec → ℝ) (x : Vec) : Vec :=
  fun i => fderiv ℝ f x (Pi.single i 1)

/-- The divergence of a vector field, the sum of the partial derivatives `∂W_i/∂x_i`. -/
def divergence (W : Vec → Vec) (x : Vec) : ℝ :=
  ∑ i, fderiv ℝ (fun y => W y i) x (Pi.single i 1)

/-- For constant `a`, `b`, `s`, a twice continuously differentiable `f` and a field `W`
differentiable at `x`, the divergence of `a + grad f × b + s W` at `x` is `s div W`. -/
theorem divergence_grad_cross (a b : Vec) (s : ℝ) {f : Vec → ℝ} {W : Vec → Vec} {x : Vec}
    (hf : ContDiff ℝ 2 f) (hW : DifferentiableAt ℝ W x) :
    divergence (fun y => a + grad f y ⨯₃ b + s • W y) x = s * divergence W x := by
  obtain ⟨H, hH⟩ : ∃ H, HasFDerivAt (fderiv ℝ f) H x :=
    ⟨_, ((hf.fderiv_right (m := 1) one_add_one_eq_two.le).differentiable
      (by norm_num) x).hasFDerivAt⟩
  -- mixed second derivatives agree
  have S : ∀ u w : Vec, H u w = H w u := fun u w =>
    second_derivative_symmetric
      (fun y => (hf.differentiable (by norm_num) y).hasFDerivAt) hH u w
  have hg : ∀ i, HasFDerivAt (fun y => grad f y i)
      ((ContinuousLinearMap.apply ℝ ℝ (Pi.single i 1 : Vec)).comp H) x := fun i =>
    (ContinuousLinearMap.apply ℝ ℝ (Pi.single i 1 : Vec)).hasFDerivAt.comp x hH
  have hWi : ∀ i, HasFDerivAt (fun y => W y i) (fderiv ℝ (fun y => W y i) x) x :=
    fun i => (differentiableAt_pi.1 hW i).hasFDerivAt
  have key : ∀ i j l : Fin 3,
      fderiv ℝ (fun y => a i + (grad f y j * b l - grad f y l * b j) + s * W y i) x
        (Pi.single i 1) =
      H (Pi.single i 1) (Pi.single j 1) * b l - H (Pi.single i 1) (Pi.single l 1) * b j
        + s * fderiv ℝ (fun y => W y i) x (Pi.single i 1) := by
    intro i j l
    have h : HasFDerivAt
        (fun y => a i + (grad f y j * b l - grad f y l * b j) + s * W y i) _ x :=
      ((((hg j).mul_const (b l)).sub ((hg l).mul_const (b j))).const_add (a i)).add
        ((hWi i).const_mul s)
    rw [h.fderiv]
    simp [mul_comm]
  have e0 : (fun y => (a + grad f y ⨯₃ b + s • W y) 0) =
      fun y => a 0 + (grad f y 1 * b 2 - grad f y 2 * b 1) + s * W y 0 := by
    funext y
    simp [cross_apply]
  have e1 : (fun y => (a + grad f y ⨯₃ b + s • W y) 1) =
      fun y => a 1 + (grad f y 2 * b 0 - grad f y 0 * b 2) + s * W y 1 := by
    funext y
    simp [cross_apply]
  have e2 : (fun y => (a + grad f y ⨯₃ b + s • W y) 2) =
      fun y => a 2 + (grad f y 0 * b 1 - grad f y 1 * b 0) + s * W y 2 := by
    funext y
    simp [cross_apply]
  simp only [divergence, Fin.sum_univ_three]
  rw [e0, e1, e2, key 0 1 2, key 1 2 0, key 2 0 1]
  linear_combination b 2 * S (Pi.single 0 1) (Pi.single 1 1)
    - b 1 * S (Pi.single 0 1) (Pi.single 2 1) + b 0 * S (Pi.single 1 1) (Pi.single 2 1)

end

end DivergenceGradCross
```

Lean reports:

```
Main.lean:50:74: error: unsolved goals
a b : Vec
s : ℝ
f : Vec → ℝ
W : Vec → Vec
x : Vec
hf : ContDiff ℝ 2 f
hW : DifferentiableAt ℝ W x
H : Vec →L[ℝ] Vec →L[ℝ] ℝ
hH : HasFDerivAt (fderiv ℝ f) H x
S : ∀ (u w : Vec), (H u) w = (H w) u
hg : ∀ (i : Fin 3), HasFDerivAt (fun y => grad f y i) ((ContinuousLinearMap.apply ℝ ℝ) (Pi.single i 1) ∘SL H) x
hWi : ∀ (i : Fin 3), HasFDerivAt (fun y => W y i) (fderiv ℝ (fun y => W y i) x) x
key :
  ∀ (i j l : Fin 3),
    (fderiv ℝ (fun y => a i + (grad f y j * b l - grad f y l * b j) + s * W y i) x) (Pi.single i 1) =
      (H (Pi.single i 1)) (Pi.single j 1) * b l - (H (Pi.single i 1)) (Pi.single l 1) * b j +
        s * (fderiv ℝ (fun y => W y i) x) (Pi.single i 1)
y : Vec
⊢ Matrix.vecHead a = a 0
Main.lean:54:74: error: unsolved goals
a b : Vec
s : ℝ
f : Vec → ℝ
W : Vec → Vec
x : Vec
hf : ContDiff ℝ 2 f
hW : DifferentiableAt ℝ W x
H : Vec →L[ℝ] Vec →L[ℝ] ℝ
hH : HasFDerivAt (fderiv ℝ f) H x
S : ∀ (u w : Vec), (H u) w = (H w) u
hg : ∀ (i : Fin 3), HasFDerivAt (fun y => grad f y i) ((ContinuousLinearMap.apply ℝ ℝ) (Pi.single i 1) ∘SL H) x
hWi : ∀ (i : Fin 3), HasFDerivAt (fun y => W y i) (fderiv ℝ (fun y => W y i) x) x
key :
  ∀ (i j l : Fin 3),
    (fderiv ℝ (fun y => a i + (grad f y j * b l - grad f y l * b j) + s * W y i) x) (Pi.single i 1) =
      (H (Pi.single i 1)) (Pi.single j 1) * b l - (H (Pi.single i 1)) (Pi.single l 1) * b j +
        s * (fderiv ℝ (fun y => W y i) x) (Pi.single i 1)
e0 :
  (fun y => (a + (crossProduct (grad f y)) b + s • W y) 0) = fun y =>
    a 0 + (grad f y 1 * b 2 - grad f y 2 * b 1) + s * W y 0
y : Vec
⊢ Matrix.vecHead (Matrix.vecTail a) = a 1
Main.lean:58:74: error: unsolved goals
a b : Vec
s : ℝ
f : Vec → ℝ
W : Vec → Vec
x : Vec
hf : ContDiff ℝ 2 f
hW : DifferentiableAt ℝ W x
H : Vec →L[ℝ] Vec →L[ℝ] ℝ
hH : HasFDerivAt (fderiv ℝ f) H x
S : ∀ (u w : Vec), (H u) w = (H w) u
hg : ∀ (i : Fin 3), HasFDerivAt (fun y => grad f y i) ((ContinuousLinearMap.apply ℝ ℝ) (Pi.single i 1) ∘SL H) x
hWi : ∀ (i : Fin 3), HasFDerivAt (fun y => W y i) (fderiv ℝ (fun y => W y i) x) x
key :
  ∀ (i j l : Fin 3),
    (fderiv ℝ (fun y => a i + (grad f y j * b l - grad f y l * b j) + s * W y i) x) (Pi.single i 1) =
      (H (Pi.single i 1)) (Pi.single j 1) * b l - (H (Pi.single i 1)) (Pi.single l 1) * b j +
        s * (fderiv ℝ (fun y => W y i) x) (Pi.single i 1)
e0 :
  (fun y => (a + (crossProduct (grad f y)) b + s • W y) 0) = fun y =>
    a 0 + (grad f y 1 * b 2 - grad f y 2 * b 1) + s * W y 0
e1 :
  (fun y => (a + (crossProduct (grad f y)) b + s • W y) 1) = fun y =>
    a 1 + (grad f y 2 * b 0 - grad f y 0 * b 2) + s * W y 1
y : Vec
⊢ Matrix.vecHead (Matrix.vecTail (Matrix.vecTail a)) = a 2
```

Cause. The three errors are one failure, repeated in `e0`, `e1` and `e2`. Each of these should show that a component of the field equals its written-out formula. With `cross_apply`, `simp` turns the cross product into an explicit list of three entries. In adding `a` to that list it splits `a` into its first entry, `Matrix.vecHead`, and the remainder, `Matrix.vecTail`. The other terms cancel, but the component of `a` is now written differently on the two sides, and the first goal left over is `Matrix.vecHead a = a 0`. The other two have the same form, with one and two uses of `Matrix.vecTail` for `a 1` and `a 2`.

These equations are true by definition, since the head of a vector is its entry at 0 and taking the tail shifts the index by one. `simp` does not unfold those definitions here, so it stops with the goal open. The `rfl` added after each `simp` checks the equality by unfolding them, and closes the goal. The rest of the proof is unchanged.

After these edits no error is left:

```diff
@@ -51,12 +51,15 @@
     funext y
     simp [cross_apply]
+    rfl
   have e1 : (fun y => (a + grad f y ⨯₃ b + s • W y) 1) =
       fun y => a 1 + (grad f y 2 * b 0 - grad f y 0 * b 2) + s * W y 1 := by
     funext y
     simp [cross_apply]
+    rfl
   have e2 : (fun y => (a + grad f y ⨯₃ b + s • W y) 2) =
       fun y => a 2 + (grad f y 0 * b 1 - grad f y 1 * b 0) + s * W y 2 := by
     funext y
     simp [cross_apply]
+    rfl
   simp only [divergence, Fin.sum_univ_three]
   rw [e0, e1, e2, key 0 1 2, key 1 2 0, key 2 0 1]
```
